# The double factorial (2n−1)!! lies between (2n/e)ⁿ and √2 (2n/e)ⁿ for every natural n

A program that computes $(2n-1)!!$ in 64-bit integers goes wrong at $n=18$: the value $35!!\approx 2.2\times10^{20}$ does not fit, and with wrap-around arithmetic a smaller number is returned without warning. A Gaussian primitive with the factor $x^{18}$, a far higher power than ordinary basis sets contain, would get the wrong norm from that number. Stirling's formula as a limit does not settle the matter, since it says nothing about a particular $n$. A two-sided bound does: at $n=18$ the lower bound is about $1.6\times10^{20}$, above anything a 64-bit integer can hold. A wrong value that still lies between the two bounds goes unnoticed.

The double factorial enters through the self-overlap of the one-dimensional primitive $x^n e^{-ax^2}$. Write $D_n=(2n-1)!!$ and $E_n=(2n/e)^n$, with $D_0=E_0=1$. The result is $E_n\le D_n\le\sqrt2\,E_n$, and it carries over to the self-overlap when $a>0$.

## The power n is a whole number

Physically, $n$ is the power of $x$ in the primitive: 0 for an s function, 1 for a p function along $x$. By hand, this permits induction on $n$ and makes $D_n$ a finite product. For a non-integer power that product is not defined, and the Gamma function can take its place.

In Lean the hypothesis is the type `n : ℕ`. The double factorial `‼` is Mathlib's, computed in the natural numbers and then read as a real. Subtraction there stops at zero, so `2 * 0 - 1` is 0, and $0!!=1$ agrees with the convention $(-1)!!=1$. The quantity $E_n$ is called `stirlingScale n`; despite the name, it lacks the factor $\sqrt2$ of the Stirling approximation to $D_n$. The self-overlap is defined as an integral over the whole line, for the unnormalised function.

```lean
import Mathlib

open Filter Topology
open scoped Nat

namespace GaussianDoubleFactorial

/-- The elementary estimate `(2n/e)^n` of the double factorial `(2n-1)!!`. -/
noncomputable def stirlingScale (n : ℕ) : ℝ := (2 * n / Real.exp 1) ^ n

/-- The self-overlap integral over the line of the unnormalised Gaussian primitive
`x^n exp(-a x²)`, for `a > 0`. -/
noncomputable def selfOverlap (a : ℝ) (n : ℕ) : ℝ :=
  ∫ x : ℝ, (x ^ n * Real.exp (-a * x ^ 2)) ^ 2
```

## The logarithm is bounded for ratios of at least one

The lower bound compares how fast $E_n$ and $D_n$ grow, through ratios of consecutive integers. These ratios exceed 1, which is what the hypothesis $y\ge1$ expresses. For $t\ge0$ we have $t\le\sinh t$; putting $t=\log y$ gives
$$\log y\le\tfrac12\left(y-\tfrac1y\right).$$
For $0<y<1$ the inequality is reversed. The proof uses $y\ge1$ to obtain $\log y\ge0$, then rewrites the hyperbolic sine in exponentials.

```lean
/-- For `y ≥ 1` the logarithm satisfies `log y ≤ (y - 1/y)/2`. -/
theorem log_le_half_sub_inv {y : ℝ} (hy : 1 ≤ y) : Real.log y ≤ (y - y⁻¹) / 2 := by
  have hy0 : 0 < y := by linarith
  -- this is `t ≤ sinh t` at `t = log y`
  have h := Real.self_le_sinh_iff.2 (Real.log_nonneg hy)
  rwa [Real.sinh_eq, Real.exp_neg, Real.exp_log hy0] at h
```

## At least one power of x

The condition $n\ge1$ leaves out the s function. It first appears in the growth estimate $E_{n+1}\le(2n+1)E_n$. After taking logarithms, this is equivalent to
$$(n+1)\log\frac{2n+2}{2n+1}+n\log\frac{2n+1}{2n}\le1.$$
The logarithmic bound limits the two terms by
$$\frac{4n+3}{4(2n+1)}\quad\text{and}\quad\frac{4n+1}{4(2n+1)},$$
whose sum is exactly 1. The derivation needs $n\ge1$ because it divides by $2n$; the estimate itself also holds at $n=0$, where it reads $2/e\le1$.

In the proof, `ha` and `hb` are the two bounds and `hsum` is their sum. The equations `e1` and `e2` expand the logarithms of the two sides, and `linarith` combines everything.

```lean
/-- For `n ≥ 1`, raising `n` by one multiplies the estimate `(2n/e)^n` by at most `2n+1`. -/
theorem stirlingScale_succ_le (n : ℕ) (hn : 1 ≤ n) :
    stirlingScale (n + 1) ≤ (2 * n + 1) * stirlingScale n := by
  have hn' : 0 < n := hn
  have hx : (0 : ℝ) < n := by exact_mod_cast hn'
  have ha : ((n : ℝ) + 1) * (Real.log (2 * (n + 1)) - Real.log (2 * n + 1))
      ≤ (4 * n + 3) / (4 * (2 * n + 1)) := by
    rw [← Real.log_div (by positivity) (by positivity)]
    have h := log_le_half_sub_inv (y := 2 * ((n : ℝ) + 1) / (2 * n + 1))
      (by rw [le_div_iff₀ (by positivity)]; linarith)
    refine (mul_le_mul_of_nonneg_left h (by positivity)).trans (le_of_eq ?_)
    rw [inv_div]
    field_simp
    ring
  have hb : (n : ℝ) * (Real.log (2 * n + 1) - Real.log (2 * n))
      ≤ (4 * n + 1) / (4 * (2 * n + 1)) := by
    rw [← Real.log_div (by positivity) (by positivity)]
    have h := log_le_half_sub_inv (y := (2 * (n : ℝ) + 1) / (2 * n))
      (by rw [le_div_iff₀ (by positivity)]; linarith)
    refine (mul_le_mul_of_nonneg_left h hx.le).trans (le_of_eq ?_)
    rw [inv_div]
    field_simp
    ring
  -- the two bounds add up to exactly one
  have hsum : (4 * (n : ℝ) + 3) / (4 * (2 * n + 1)) + (4 * n + 1) / (4 * (2 * n + 1)) = 1 := by
    rw [← add_div, div_eq_one_iff_eq (by positivity)]
    ring
  have e1 : Real.log (stirlingScale (n + 1)) = (n + 1) * (Real.log (2 * (n + 1)) - 1) := by
    rw [stirlingScale, Real.log_pow, Real.log_div (by positivity) (by positivity),
      Real.log_exp]
    push_cast
    rfl
  have e2 : Real.log ((2 * n + 1) * stirlingScale n)
      = Real.log (2 * n + 1) + n * (Real.log (2 * n) - 1) := by
    rw [stirlingScale, Real.log_mul (by positivity) (by positivity), Real.log_pow,
      Real.log_div (by positivity) (by positivity), Real.log_exp]
  have p1 : 0 < stirlingScale (n + 1) := by unfold stirlingScale; positivity
  have p2 : 0 < (2 * (n : ℝ) + 1) * stirlingScale n := by unfold stirlingScale; positivity
  rw [← Real.log_le_log_iff p1 p2, e1, e2]
  linarith
```

Since $D_{n+1}=(2n+1)D_n$, induction now gives $\frac e2E_n\le D_n$. It starts at $n=1$, where both sides equal 1, and the step is
$$\tfrac e2E_{n+1}\le(2n+1)\,\tfrac e2E_n\le(2n+1)D_n=D_{n+1}.$$
Here $n\ge1$ is needed for the statement: at $n=0$ it would say $e/2\le1$, which is false. The `calc` block is this chain, with `hrec` as the recurrence for $D_n$.

```lean
/-- For `n ≥ 1` the double factorial satisfies `(e/2) (2n/e)^n ≤ (2n-1)!!`. -/
theorem lower_bound (n : ℕ) (hn : 1 ≤ n) :
    Real.exp 1 / 2 * stirlingScale n ≤ (((2 * n - 1)‼ : ℕ) : ℝ) := by
  induction n, hn using Nat.le_induction with
  | base =>
    have h : Real.exp 1 / 2 * stirlingScale 1 = 1 := by
      rw [stirlingScale, pow_one, Nat.cast_one]
      field_simp
    rw [h]
    norm_num [Nat.doubleFactorial]
  | succ n hn ih =>
    have hrec : (2 * (n + 1) - 1)‼ = (2 * n + 1) * (2 * n - 1)‼ := by
      rw [show 2 * (n + 1) - 1 = (2 * n - 1) + 2 by omega, Nat.doubleFactorial_add_two,
        show 2 * n - 1 + 2 = 2 * n + 1 by omega]
    calc Real.exp 1 / 2 * stirlingScale (n + 1)
        ≤ Real.exp 1 / 2 * ((2 * n + 1) * stirlingScale n) :=
          mul_le_mul_of_nonneg_left (stirlingScale_succ_le n hn) (by positivity)
      _ = (2 * n + 1) * (Real.exp 1 / 2 * stirlingScale n) := by ring
      _ ≤ (2 * n + 1) * (((2 * n - 1)‼ : ℕ) : ℝ) :=
          mul_le_mul_of_nonneg_left ih (by positivity)
      _ = _ := by exact_mod_cast hrec.symm
```

The upper bound comes from the sequence
$$S(n)=\frac{n!}{\sqrt{2n}\,(n/e)^n},$$
Mathlib's `Stirling.stirlingSeq`, which tends to $\sqrt\pi$ and not to 1. Splitting $(2n)!$ into even and odd factors gives $(2n)!=2^n\,n!\,D_n$. Since $2^n(n/e)^n=E_n$,
$$\frac{S(2n)}{S(n)}=\frac{2^n\,n!\,D_n}{\sqrt2\sqrt{2n}\,E_n^2}\cdot\frac{\sqrt{2n}\,(n/e)^n}{n!}=\frac{D_n}{\sqrt2\,E_n}.$$
At $n=0$ the denominator of $S$ vanishes, so this route is closed there. In Lean, `hf` is the factorial identity, `hq` and `hs` rewrite the power and the square root in $S(2n)$, and `key` is the cancellation.

```lean
/-- With `S(n) = n!/(√(2n) (n/e)^n)`, for `n ≥ 1` the double factorial is
`(2n-1)!! = √2 (2n/e)^n S(2n)/S(n)`. -/
theorem doubleFactorial_eq_stirling (n : ℕ) (hn : 1 ≤ n) :
    (((2 * n - 1)‼ : ℕ) : ℝ) = √2 * stirlingScale n *
      (Stirling.stirlingSeq (2 * n) / Stirling.stirlingSeq n) := by
  have hn' : 0 < n := hn
  have hf : (((2 * n)! : ℕ) : ℝ) = 2 ^ n * (n ! : ℝ) * (((2 * n - 1)‼ : ℕ) : ℝ) := by
    have h := Nat.factorial_eq_mul_doubleFactorial (2 * n - 1)
    rw [show 2 * n - 1 + 1 = 2 * n by omega, Nat.doubleFactorial_two_mul] at h
    exact_mod_cast h
  have hq : (((2 * n : ℕ) : ℝ) / Real.exp 1) ^ (2 * n)
      = (2 ^ n * ((n : ℝ) / Real.exp 1) ^ n) ^ 2 := by
    rw [pow_mul', Nat.cast_mul, Nat.cast_ofNat, mul_div_assoc, mul_pow]
  have hs : √(2 * ((2 * n : ℕ) : ℝ)) = √2 * √(2 * (n : ℝ)) := by
    rw [Nat.cast_mul, Nat.cast_ofNat, Real.sqrt_mul (by norm_num)]
  have key : ∀ D P q s F r : ℝ, 0 < P → 0 < q → 0 < s → 0 < F → 0 < r →
      D = r * (P * q) * (P * F * D / (r * s * (P * q) ^ 2) / (F / (s * q))) := by
    intro D P q s F r hP hq hs hF hr
    field_simp
  rw [Stirling.stirlingSeq, Stirling.stirlingSeq, hf, hq, hs, stirlingScale,
    mul_div_assoc, mul_pow]
  exact key _ _ _ _ _ _ (by positivity) (by positivity) (by positivity) (by positivity)
    (by positivity)
```

## The s function included again

The bracket itself has no condition beyond $n$ being natural. At $n=0$ it reads $1\le1\le\sqrt2$. For $n\ge1$ the lower half follows from $e/2\ge1$. The upper half needs $S(2n)\le S(n)$, which holds because $S$ decreases:
$$\log\frac{S(n)}{S(n+1)}=\left(n+\tfrac12\right)\log\frac{n+1}{n}-1\ge0.$$
To see the sign, put $u=1/(2n+1)$. Then $\frac{n+1}{n}=\frac{1+u}{1-u}$, and $\log\frac{1+u}{1-u}\ge2u$, while $n+\frac12=\frac1{2u}$.

The proof makes the same case split. It takes the monotonicity of $S$ from Mathlib, where the sequence is indexed from $n+1$; this accounts for the shifts by one.

```lean
/-- Two-sided bound: `(2n/e)^n ≤ (2n-1)!! ≤ √2 (2n/e)^n` for every natural `n`, where `(-1)!! = 1`
and `0^0 = 1` at `n = 0`. -/
theorem doubleFactorial_bracket (n : ℕ) :
    stirlingScale n ≤ (((2 * n - 1)‼ : ℕ) : ℝ) ∧
      (((2 * n - 1)‼ : ℕ) : ℝ) ≤ √2 * stirlingScale n := by
  rcases Nat.eq_zero_or_pos n with rfl | hn
  · have h0 : stirlingScale 0 = 1 := by simp [stirlingScale]
    have hd : (((2 * 0 - 1)‼ : ℕ) : ℝ) = 1 := by norm_num [Nat.doubleFactorial]
    rw [h0, hd, mul_one]
    exact ⟨le_refl _, (Real.le_sqrt' one_pos).2 (by norm_num)⟩
  · have hp : 0 < stirlingScale n := by unfold stirlingScale; positivity
    constructor
    · have he := Real.add_one_le_exp (1 : ℝ)
      have h := lower_bound n hn
      nlinarith
    · -- the Stirling sequence decreases, so `S(2n) ≤ S(n)`
      have h : Stirling.stirlingSeq (2 * n - 1 + 1) ≤ Stirling.stirlingSeq (n - 1 + 1) :=
        Stirling.stirlingSeq'_antitone (show n - 1 ≤ 2 * n - 1 by omega)
      rw [show 2 * n - 1 + 1 = 2 * n by omega, show n - 1 + 1 = n by omega] at h
      have hS : 0 < Stirling.stirlingSeq n := by unfold Stirling.stirlingSeq; positivity
      rw [doubleFactorial_eq_stirling n hn]
      exact mul_le_of_le_one_right (by positivity) ((div_le_one hS).2 h)
```

Stirling's formula gives $S(n)\to\sqrt\pi$, and the same holds for $S(2n)$. Hence
$$\frac{D_n}{E_n}=\sqrt2\,\frac{S(2n)}{S(n)}\to\sqrt2,$$
so no smaller upper constant works for all $n$. The theorem states the limit. Its proof composes the convergence of $S$ with $n\mapsto2n$, and uses the identity only from $n=1$ onwards, which is enough for a limit.

```lean
/-- The ratio of `(2n-1)!!` to `(2n/e)^n` tends to `√2` as `n` grows. -/
theorem tendsto_ratio :
    Tendsto (fun n : ℕ => (((2 * n - 1)‼ : ℕ) : ℝ) / stirlingScale n) atTop (𝓝 (√2)) := by
  have h := Stirling.tendsto_stirlingSeq_sqrt_pi
  have hd : Tendsto (fun n : ℕ => 2 * n) atTop atTop :=
    tendsto_atTop_mono (fun n => (show n ≤ 2 * n by omega)) tendsto_id
  have hne : √Real.pi ≠ 0 := (Real.sqrt_pos.2 Real.pi_pos).ne'
  have h3 : Tendsto (fun n : ℕ => √2 *
      (Stirling.stirlingSeq (2 * n) / Stirling.stirlingSeq n)) atTop
      (𝓝 (√2 * (√Real.pi / √Real.pi))) := ((h.comp hd).div h hne).const_mul _
  rw [div_self hne, mul_one] at h3
  refine h3.congr' ?_
  filter_upwards [eventually_ge_atTop 1] with n hn
  have hn' : 0 < n := hn
  have hp : 0 < stirlingScale n := by unfold stirlingScale; positivity
  rw [eq_div_iff hp.ne', doubleFactorial_eq_stirling n hn]
  ring
```

## The exponent a is positive

A positive $a$ means that the primitive decays and has a finite norm. By hand, it allows the substitution $v=2ax^2$:
$$\int_{-\infty}^{\infty}x^{2n}e^{-2ax^2}\,dx=2\int_0^\infty x^{2n}e^{-2ax^2}\,dx=(2a)^{-n-1/2}\,\Gamma\!\left(n+\tfrac12\right).$$
Applying $\Gamma(s+1)=s\,\Gamma(s)$ repeatedly, down to $\Gamma(\frac12)=\sqrt\pi$, gives $\Gamma(n+\frac12)=D_n\sqrt\pi/2^n$. The self-overlap is therefore
$$\frac{D_n}{(4a)^n}\sqrt{\frac{\pi}{2a}}.$$

For $a\le0$ the integral diverges. Lean assigns a divergent integral the value 0, so a formula there would say nothing about a norm.

The proof follows the same route. `h1` writes the integrand as a function of $|x|$, `integral_comp_abs` folds the line onto the half line, and `h2` evaluates the half-line integral by the Gamma function, using `ha` in the form `h2a`.

```lean
/-- For `a > 0` the self-overlap of `x^n exp(-a x²)` is `(2n-1)!!/(4a)^n √(π/(2a))`, with
`(-1)!! = 1`. -/
theorem selfOverlap_eq {a : ℝ} (ha : 0 < a) (n : ℕ) :
    selfOverlap a n = (((2 * n - 1)‼ : ℕ) : ℝ) / (4 * a) ^ n * √(Real.pi / (2 * a)) := by
  have h2a : 0 < 2 * a := by positivity
  let g : ℝ → ℝ := fun t => t ^ (2 * (n : ℝ)) * Real.exp (-(2 * a) * t ^ (2 : ℝ))
  have h1 : selfOverlap a n = ∫ x : ℝ, g |x| := by
    unfold selfOverlap
    congr 1
    funext x
    have he : Real.exp (-(2 * a) * x ^ 2) = Real.exp (-a * x ^ 2) ^ 2 := by
      rw [← Real.exp_nat_mul]
      congr 1
      push_cast
      ring
    have hp : |x| ^ (2 * (n : ℝ)) = (x ^ n) ^ 2 := by
      rw [show 2 * (n : ℝ) = ((2 * n : ℕ) : ℝ) by norm_num, Real.rpow_natCast, pow_mul,
        sq_abs]
      ring
    change _ = |x| ^ (2 * (n : ℝ)) * Real.exp (-(2 * a) * |x| ^ (2 : ℝ))
    rw [hp, Real.rpow_two, sq_abs, he, mul_pow]
  -- reduce to the half line and evaluate by the Gamma function
  have h2 : ∫ x in Set.Ioi (0 : ℝ), g x = _ :=
    integral_rpow_mul_exp_neg_mul_rpow (p := 2) (q := 2 * (n : ℝ)) (b := 2 * a)
      (by norm_num) (by linarith [Nat.cast_nonneg (α := ℝ) n]) h2a
  rw [h1, integral_comp_abs (f := g), h2,
    show -(2 * (n : ℝ) + 1) / 2 = -((n : ℝ) + 1 / 2) by ring,
    show (2 * (n : ℝ) + 1) / 2 = (n : ℝ) + 1 / 2 by ring,
    Real.Gamma_nat_add_half, Real.rpow_neg h2a.le, Real.rpow_add h2a, Real.rpow_natCast,
    ← Real.sqrt_eq_rpow, Real.sqrt_div Real.pi_pos.le,
    show (4 * a) ^ n = (2 * a) ^ n * 2 ^ n by rw [← mul_pow]; congr 1; ring]
  have hr : 0 < √(2 * a) := Real.sqrt_pos.2 h2a
  field_simp
```

Inserting the bracket for $D_n$, and using $E_n/(4a)^n=(n/(2ea))^n$, places the self-overlap between
$$B=\left(\frac{n}{2ea}\right)^n\sqrt{\frac{\pi}{2a}}$$
and $\sqrt2\,B$. The proof rewrites the power in `hs`; `gcongr` then multiplies the inequalities by positive factors, whose sign again depends on $a>0$.

```lean
/-- For `a > 0` the self-overlap of `x^n exp(-a x²)` lies between `(n/(2ea))^n √(π/(2a))`
and `√2` times that value, with `0^0 = 1`. -/
theorem selfOverlap_bracket {a : ℝ} (ha : 0 < a) (n : ℕ) :
    (n / (2 * Real.exp 1 * a)) ^ n * √(Real.pi / (2 * a)) ≤ selfOverlap a n ∧
      selfOverlap a n ≤
        √2 * ((n / (2 * Real.exp 1 * a)) ^ n * √(Real.pi / (2 * a))) := by
  have hs : (n / (2 * Real.exp 1 * a)) ^ n = stirlingScale n / (4 * a) ^ n := by
    rw [stirlingScale, ← div_pow]
    congr 1
    rw [div_div, div_eq_div_iff (by positivity) (by positivity)]
    ring
  obtain ⟨hl, hu⟩ := doubleFactorial_bracket n
  rw [selfOverlap_eq ha, hs]
  constructor
  · gcongr
  · rw [← mul_assoc, ← mul_div_assoc]
    gcongr

end GaussianDoubleFactorial
```

```lean
#print axioms GaussianDoubleFactorial.doubleFactorial_bracket
#print axioms GaussianDoubleFactorial.tendsto_ratio
#print axioms GaussianDoubleFactorial.selfOverlap_bracket
```

```
'GaussianDoubleFactorial.doubleFactorial_bracket' depends on axioms: [propext, Classical.choice, Quot.sound]
'GaussianDoubleFactorial.tendsto_ratio' depends on axioms: [propext, Classical.choice, Quot.sound]
'GaussianDoubleFactorial.selfOverlap_bracket' depends on axioms: [propext, Classical.choice, Quot.sound]
```

## From the self-overlap to a normalised basis function

The positive constant $N$ that gives $N x^n e^{-ax^2}$ unit norm is the inverse square root of the self-overlap, so
$$2^{-1/4}B^{-1/2}\le N\le B^{-1/2},$$
a range of about 19 per cent. In electronic structure programs this can serve as a plausibility check on tabulated or computed constants, for single primitives in one dimension.

The step to a Cartesian Gaussian in three dimensions is the factorisation of its self-overlap into three such integrals, one for each coordinate. That step is ordinary calculus and is left to the reader; the theorems above concern a single coordinate.
